# The (2F+1)-weighted Casimir quadrupole factors of a hyperfine multiplet sum to zero

Suppose the electric quadrupole interaction moved the weighted mean of a hyperfine multiplet. The centroid of a measured pattern would then contain a piece of the quadrupole coupling. Two isotopes with different nuclear quadrupole moments would show a spurious shift between their centroids, and a calculated energy without hyperfine structure could not be compared with either centroid until that piece had been removed.

In first order, for an isolated electronic level, this does not happen. Let \(I\) be the nuclear spin, \(J\) the electronic angular momentum and \(F\) their coupled total, which runs from \(|I-J|\) to \(I+J\) in steps of one. The quadrupole shifts, each weighted by the number \(2F+1\) of states in its level, add up to zero for every pair of spins.

## The Casimir factor and the list of levels

```lean
import Mathlib

open Finset

namespace CasimirQuadrupole

noncomputable section
```

The file loads the mathematical library Mathlib. Opening `Finset` lets us write `range n` for the numbers \(0,1,\dots,n-1\), over which the sums below run.

```lean
/-- The Casimir number `K = F(F+1) - I(I+1) - J(J+1)`. -/
def casimirK (I J F : ℝ) : ℝ := F * (F + 1) - I * (I + 1) - J * (J + 1)
```

This is the usual abbreviation
\[
K = F(F+1)-I(I+1)-J(J+1).
\]
The notation `(I J F : ℝ)` says that the three arguments are real numbers. The restriction to integers and half-integers enters later, in the theorems that need it.

```lean
/-- The quadrupole factor `(3/4) K(K+1) - I(I+1) J(J+1)` of the hyperfine level `F`. -/
def quadFactor (I J F : ℝ) : ℝ :=
  3 / 4 * casimirK I J F * (casimirK I J F + 1) - I * (I + 1) * (J * (J + 1))
```

The quadrupole factor is
\[
C(F)=\tfrac34K(K+1)-I(I+1)J(J+1).
\]
It carries the whole dependence of the quadrupole shift on \(F\).

```lean
/-- The `k`-th coupled angular momentum counted down from the stretched value `I + J`. -/
def level (I J : ℝ) (k : ℕ) : ℝ := I + J - k
```

Levels are counted from the top: \(F_k=I+J-k\), where `k : ℕ` is a natural number. The stretched level has \(k=0\).

```lean
/-- The Casimir quadrupole energy with coupling constant `B`, for `I` and `J` both different
from `0` and `1/2`. -/
def quadEnergy (B I J F : ℝ) : ℝ :=
  B * quadFactor I J F / (2 * I * (2 * I - 1) * J * (2 * J - 1))
```

The energy shift is
\[
E_Q(F)=\frac{B\,C(F)}{2I(2I-1)J(2J-1)}.
\]
The constant \(B\) stands for \(eQ\langle V_{zz}\rangle\), where \(e\) is the elementary charge, \(Q\) the nuclear quadrupole moment and \(V_{zz}\) the second derivative along \(z\) of the electrostatic potential that the electrons produce at the nucleus, minus one third of the Laplacian of that potential, averaged over the electronic state with \(M_J=J\). The subtraction removes the isotropic part due to electron density at the nucleus, which does not contribute to the quadrupole coupling. It is a free real parameter here. The denominator vanishes when a spin is \(0\) or \(1/2\); Lean then returns the value zero for the quotient, and the energy theorem below avoids the matter by requiring both spins to be at least 1.

## From the operator to the factor

```lean
/-- On a joint eigenvector of `I²`, `J²` and `F² = I² + J² + 2 I·J`, the quadrupole operator
`3 (I·J)² + (3/2) I·J - I² J²` acts as multiplication by the quadrupole factor. -/
theorem quadrupole_operator_apply {V : Type*} [AddCommGroup V] [Module ℝ V]
    (Isq Jsq D : V →ₗ[ℝ] V) (I J F : ℝ) (ψ : V)
    (hI : Isq ψ = (I * (I + 1)) • ψ) (hJ : Jsq ψ = (J * (J + 1)) • ψ)
    (hF : Isq ψ + Jsq ψ + (2 : ℝ) • D ψ = (F * (F + 1)) • ψ) :
    (3 : ℝ) • D (D ψ) + (3 / 2 : ℝ) • D ψ - Isq (Jsq ψ) = quadFactor I J F • ψ := by
  -- the scalar product I·J has the eigenvalue K/2
  have hD : D ψ = (casimirK I J F / 2) • ψ := by
    rw [hI, hJ] at hF
    unfold casimirK
    linear_combination (norm := module) (1 / 2 : ℝ) • hF
  simp only [hD, hJ, hI, map_smul]
  unfold quadFactor
  module
```

A Lean theorem lists its assumptions before the colon that stands outside all brackets, its claim after that colon, and its proof after `:=`. Here `V` is any real vector space, and a complex state space qualifies, since its vectors can also be multiplied by real numbers. The objects `Isq`, `Jsq` and `D` are linear maps on it, standing for \(\mathbf I^2\), \(\mathbf J^2\) and \(\mathbf I\cdot\mathbf J\), with angular momenta in units of \(\hbar\). The symbol `•` multiplies a vector by a number.

The assumptions `hI`, `hJ` and `hF` say that \(\psi\) satisfies the eigenvalue equations of \(\mathbf I^2\), \(\mathbf J^2\) and \(\mathbf F^2=\mathbf I^2+\mathbf J^2+2\,\mathbf I\cdot\mathbf J\). The claim is
\[
\left[3(\mathbf I\cdot\mathbf J)^2+\tfrac32\,\mathbf I\cdot\mathbf J-\mathbf I^2\mathbf J^2\right]\psi=C(F)\,\psi .
\]

For \(I,J\ge1\), the quadrupole interaction within an isolated electronic level is this bracket multiplied by \(B/[2I(2I-1)J(2J-1)]\), which is how \(C(F)\) enters the energy \(E_Q(F)\). By hand, we insert the first two eigenvalues into the third equation:
\[
I(I+1)\psi+J(J+1)\psi+2\,\mathbf I\cdot\mathbf J\,\psi=F(F+1)\psi ,
\]
and therefore \(\mathbf I\cdot\mathbf J\,\psi=\tfrac K2\psi\). Applying the operator twice gives \(K^2/4\), so the bracket has the eigenvalue
\[
3\cdot\frac{K^2}{4}+\frac32\cdot\frac K2-I(I+1)J(J+1)=C(F).
\]

The Lean proof takes the same two steps. The intermediate statement `hD` is the eigenvalue \(K/2\), obtained by `linear_combination` as one half of `hF`. Then `simp only` inserts the eigenvalues, and `module` compares the coefficients of \(\psi\).

The theorem starts from a given \(\psi\) and does not show that a nonzero one exists; for each \(F\) from \(|I-J|\) to \(I+J\), that comes from the usual coupling of angular momenta. The next two definitions and the theorem after them exhibit such vectors in one case.

```lean
/-- The matrix of `I·J` for two spins 1 in the space of zero total projection, in the basis
`|1,-1⟩, |0,0⟩, |-1,1⟩`. -/
def spinOneDot : Matrix (Fin 3) (Fin 3) ℝ := !![-1, 1, 0; 1, 0, 1; 0, 1, -1]
```

Take two spins 1 with total projection zero. In the basis \(|1,-1\rangle,|0,0\rangle,|-1,1\rangle\), the operator
\[
\mathbf I\cdot\mathbf J=I_zJ_z+\tfrac12(I_+J_-+I_-J_+)
\]
has diagonal entries \(-1,0,-1\) from the first term. The ladder operators contribute \(\tfrac12\sqrt2\sqrt2=1\) between neighbouring basis states.

```lean
/-- The squared angular momentum of a single spin 1 on the same three-dimensional space. -/
def spinOneSq : (Fin 3 → ℝ) →ₗ[ℝ] (Fin 3 → ℝ) := (2 : ℝ) • LinearMap.id
```

For spin 1 the squared angular momentum is \(1\cdot(1+1)=2\) times the identity. The same map serves for both spins.

```lean
/-- For two spins 1, the vectors `(1,-1,1)`, `(1,0,-1)` and `(1,2,1)` satisfy the eigenvalue
equations of `I²`, `J²` and `F²` with `F = 0`, `1` and `2`. -/
theorem quadrupole_operator_apply_witness :
    (∀ ψ : Fin 3 → ℝ, spinOneSq ψ = ((1 : ℝ) * (1 + 1)) • ψ) ∧
    (spinOneSq ![1, -1, 1] + spinOneSq ![1, -1, 1]
      + (2 : ℝ) • spinOneDot.mulVecLin ![1, -1, 1]
      = ((0 : ℝ) * (0 + 1)) • ![1, -1, 1]) ∧
    (spinOneSq ![1, 0, -1] + spinOneSq ![1, 0, -1]
      + (2 : ℝ) • spinOneDot.mulVecLin ![1, 0, -1]
      = ((1 : ℝ) * (1 + 1)) • ![1, 0, -1]) ∧
    (spinOneSq ![1, 2, 1] + spinOneSq ![1, 2, 1]
      + (2 : ℝ) • spinOneDot.mulVecLin ![1, 2, 1]
      = ((2 : ℝ) * (2 + 1)) • ![1, 2, 1]) := by
  refine ⟨fun ψ => ?_, ?_, ?_, ?_⟩
  · ext i
    norm_num [spinOneSq]
  all_goals
    ext i
    fin_cases i <;>
      norm_num [spinOneSq, spinOneDot, Matrix.mulVec, dotProduct, Fin.sum_univ_succ]
```

The symbol `∧` means "and", so the theorem makes four claims: every vector has the single-spin eigenvalue 2, and three given vectors satisfy the equation of \(\mathbf F^2\). The matrix sends \((1,-1,1)\) to \(-2\) times itself, \((1,0,-1)\) to \(-1\) times itself and \((1,2,1)\) to itself. The eigenvalues of \(\mathbf F^2\) are therefore
\[
4-4=0,\qquad 4-2=2,\qquad 4+2=6,
\]
which belong to \(F=0,1,2\). The vectors in the code are unnormalised; the normalised states are \((1,-1,1)/\sqrt3\), \((1,0,-1)/\sqrt2\) and \((1,2,1)/\sqrt6\). The proof compares the components one at a time.

## The weighted sum

```lean
/-- Counting down from `I + J`, the level with index `min (2I) (2J)` is `|I - J|`. -/
theorem level_last (a b : ℕ) :
    level (a / 2) (b / 2) (min a b) = |(a : ℝ) / 2 - b / 2| := by
  unfold level
  rcases le_total a b with h | h
  · have h' : (a : ℝ) ≤ b := by exact_mod_cast h
    rw [min_eq_left h, abs_of_nonpos (by linarith)]
    ring
  · have h' : (b : ℝ) ≤ a := by exact_mod_cast h
    rw [min_eq_right h, abs_of_nonneg (by linarith)]
    ring
```

Where the spins have to be integers or half-integers, they are written as \(I=a/2\) and \(J=b/2\) with natural numbers \(a\) and \(b\), which covers exactly the integers and half-integers from zero upwards. Because `level` expects real arguments, `a / 2` is real division and nothing is rounded.

The theorem says that the level with index \(\min(a,b)\) is \(|I-J|\). If \(a\le b\), then
\[
F_a=\frac a2+\frac b2-a=\frac b2-\frac a2 ,
\]
and the other case is the mirror image. The proof splits into these two cases with `rcases`. Counting \(k\) from \(0\) to \(\min(a,b)\) thus runs through all the coupled levels.

```lean
/-- The sum of the quadrupole factors over the top `n` levels, weighted by `2F+1`, in
factorised form. -/
theorem sum_top_levels (I J : ℝ) (n : ℕ) :
    ∑ k ∈ range n, (2 * level I J k + 1) * quadFactor I J (level I J k)
      = 1 / 4 * n * (2 * I + 2 * J + 2 - n) * (2 * I + 1 - n) * (2 * J + 1 - n)
        * ((I + J + 1 - n) ^ 2 - I * (I + 1) - J * (J + 1) + 1 / 2) := by
  induction n with
  | zero => simp
  | succ n ih =>
    rw [sum_range_succ, ih]
    unfold quadFactor casimirK level
    push_cast
    ring
```

This theorem gives the sum over only the top \(n\) levels, for arbitrary real \(I\) and \(J\). With \(X=I(I+1)+J(J+1)\), it reads
\[
\sum_{k=0}^{n-1}(2F_k+1)C(F_k)=\frac n4(2I+2J+2-n)(2I+1-n)(2J+1-n)\left[(I+J+1-n)^2-X+\tfrac12\right].
\]

The proof is by induction on \(n\). For \(n=0\) both sides vanish. For the step, put \(x=I+J+1-n\). The first two \(n\)-dependent factors multiply to \((I+J+1)^2-x^2\), the next two to \(x^2-(I-J)^2\), and the right-hand side becomes
\[
P(x)=\tfrac14\left[(I+J+1)^2-x^2\right]\left[x^2-(I-J)^2\right]\left(x^2-X+\tfrac12\right).
\]
Let \(Y=I(I+1)J(J+1)\). Since
\[
(I+J+1)^2+(I-J)^2=2X+1,\qquad (I+J+1)^2(I-J)^2=X^2-4Y,
\]
the product of the two square brackets is \(4Y+x^2-(x^2-X)^2\).

The level added in the step is \(F=I+J-n\). The old sum is \(P(F+1)\) and the new one should be \(P(F)\), so we have to show that \(P(F)-P(F+1)=(2F+1)C(F)\). From \(K=F(F+1)-X\) we get \(F^2-X=K-F\) and \((F+1)^2-X=K+F+1\), hence
\[
P(F)=\tfrac14\left(4Y-K^2+2KF\right)\left(K-F+\tfrac12\right),
\]
\[
P(F+1)=\tfrac14\left(4Y-K^2-2K(F+1)\right)\left(K+F+\tfrac32\right).
\]
In the difference, the part with \(4Y-K^2\) gives \(-\tfrac14(2F+1)(4Y-K^2)\). The rest is
\[
\tfrac K2\left[F\left(K-F+\tfrac12\right)+(F+1)\left(K+F+\tfrac32\right)\right]=\tfrac K2(2F+1)\left(K+\tfrac32\right).
\]
Together,
\[
P(F)-P(F+1)=(2F+1)\left[\tfrac34K^2+\tfrac34K-Y\right]=(2F+1)C(F).
\]

In Lean, `sum_range_succ` splits off the last term and `ih`, the induction hypothesis, replaces the earlier ones. After the definitions are unfolded, `ring` verifies the remaining polynomial identity in one go.

```lean
/-- Centre of gravity: for any spins `I = a/2` and `J = b/2`, the quadrupole factors weighted
by `2F+1` sum to zero over all levels `F = I+J, I+J-1, ..., |I-J|`. -/
theorem quadrupole_centre_of_gravity (a b : ℕ) :
    ∑ k ∈ range (min a b + 1), (2 * level (a / 2) (b / 2) k + 1)
      * quadFactor (a / 2) (b / 2) (level (a / 2) (b / 2) k) = 0 := by
  rw [sum_top_levels]
  -- the factor belonging to the smaller spin vanishes
  rcases le_total a b with h | h
  · rw [min_eq_left h]
    push_cast
    ring
  · rw [min_eq_right h]
    push_cast
    ring
```

This is the centre-of-gravity theorem:
\[
\sum_{k=0}^{\min(2I,2J)}(2F_k+1)\,C(F_k)=0 .
\]
It holds whichever spin is larger. If one spin is zero, there is a single level and its factor is zero.

The sum has \(n=\min(a,b)+1\) terms, so we insert this \(n\) into the closed form. If \(a\le b\), then \(2I+1-n=a+1-(a+1)=0\); otherwise \(2J+1-n=0\). Either way the product vanishes. The Lean proof rewrites with `sum_top_levels` and treats the same two cases.

The statement concerns a sum of numbers, with \(2F+1\) put in as the weight. That each coupled level occurs once, with \(2F+1\) states, is the physical input that turns the sum into a statement about the centroid.

For \(I=J=3/2\) we have \(X=15/2\) and \(Y=225/16\), and the levels are:

| \(F\) | \(K\) | \(C(F)\) | \((2F+1)C(F)\) |
|---|---|---|---|
| 3 | 9/2 | 9/2 | 63/2 |
| 2 | −3/2 | −27/2 | −135/2 |
| 1 | −11/2 | 9/2 | 27/2 |
| 0 | −15/2 | 45/2 | 45/2 |

The last column adds up to zero. Its first two entries give \(-36\), in agreement with the closed form at \(n=2\): \(\tfrac24\cdot6\cdot2\cdot2\cdot(4-\tfrac{15}2+\tfrac12)=-36\).

## Energies, intervals and spin one half

```lean
/-- For spins `I, J ≥ 1` the stretched level `F = I + J` has quadrupole energy `B/4`, and the
quadrupole energies of all levels weighted by `2F+1` sum to zero. -/
theorem quadEnergy_stretched_and_centre (B : ℝ) (a b : ℕ) (ha : 2 ≤ a) (hb : 2 ≤ b) :
    quadEnergy B (a / 2) (b / 2) (a / 2 + b / 2) = B / 4 ∧
    ∑ k ∈ range (min a b + 1), (2 * level (a / 2) (b / 2) k + 1)
      * quadEnergy B (a / 2) (b / 2) (level (a / 2) (b / 2) k) = 0 := by
  have ha' : (2 : ℝ) ≤ a := by exact_mod_cast ha
  have hb' : (2 : ℝ) ≤ b := by exact_mod_cast hb
  constructor
  · have hI : (0 : ℝ) < a / 2 := by linarith
    have hJ : (0 : ℝ) < b / 2 := by linarith
    have hI' : (0 : ℝ) < 2 * (a / 2) - 1 := by linarith
    have hJ' : (0 : ℝ) < 2 * (b / 2) - 1 := by linarith
    have hN := (mul_pos (mul_pos (mul_pos (mul_pos two_pos hI) hI') hJ) hJ').ne'
    unfold quadEnergy
    rw [div_eq_iff hN]
    unfold quadFactor casimirK
    ring
  · -- the common prefactor comes out of the sum
    have h := congrArg
      (fun x : ℝ => B / (2 * (a / 2) * (2 * (a / 2) - 1) * (b / 2) * (2 * (b / 2) - 1)) * x)
      (quadrupole_centre_of_gravity a b)
    simp only [mul_zero, mul_sum] at h
    rw [← h]
    refine sum_congr rfl fun k _ => ?_
    unfold quadEnergy
    rw [mul_div_assoc', div_mul_eq_mul_div]
    congr 1
    ring
```

The assumptions `ha` and `hb` say that \(I,J\ge1\). The first claim fixes the normalisation of \(B\). For \(F=I+J\) we have \(K=2IJ\), so
\[
C(I+J)=IJ\left(2IJ-I-J+\tfrac12\right)=\tfrac12IJ(2I-1)(2J-1),
\]
and division by \(2I(2I-1)J(2J-1)\) gives \(E_Q(I+J)=B/4\). The second claim is \(\sum_k(2F_k+1)E_Q(F_k)=0\), which follows because all levels share the same prefactor.

The Lean proof of the first claim shows that the denominator is nonzero, clears it with `div_eq_iff` and finishes with `ring`. For the second, it multiplies the centre-of-gravity equation by the prefactor and matches the sums term by term.

In the example the denominator is 18, and the energies for \(F=3,2,1,0\) are \(B/4,\,-3B/4,\,B/4,\,5B/4\). For an isolated \(J\) level in first order, the centroid of such a pattern is therefore free of \(B\), and an electronic-structure energy computed without the quadrupole term can be compared with it. Mixing with other \(J\) levels is not part of the model.

```lean
/-- The difference of the quadrupole factors of the adjacent levels `F` and `F - 1`. -/
theorem quadFactor_interval (I J F : ℝ) :
    quadFactor I J F - quadFactor I J (F - 1)
      = 3 * F * (F ^ 2 - I * (I + 1) - J * (J + 1) + 1 / 2) := by
  unfold quadFactor casimirK
  ring
```

For neighbouring levels the theorem states
\[
C(F)-C(F-1)=3F\left(F^2-X+\tfrac12\right).
\]
Write \(K'\) for the value of \(K\) at \(F-1\). Then \(K-K'=2F\) and \(K+K'=2F^2-2X\), so
\[
\tfrac34(K-K')(K+K'+1)=\tfrac34\cdot2F\,(2F^2-2X+1),
\]
which is the stated result. A magnetic dipole term proportional to \(\mathbf I\cdot\mathbf J\) gives intervals proportional to \(F\); the factor in parentheses shows how the quadrupole term departs from that rule.

```lean
/-- For `J = 1/2` the quadrupole factor is zero at both values `F = I + 1/2` and `F = I - 1/2`. -/
theorem quadFactor_spin_half (I : ℝ) :
    quadFactor I (1 / 2) (I + 1 / 2) = 0 ∧ quadFactor I (1 / 2) (I - 1 / 2) = 0 := by
  unfold quadFactor casimirK
  constructor <;> ring

end

end CasimirQuadrupole
```

For \(J=1/2\) the two values are \(K=I\) at \(F=I+1/2\) and \(K=-(I+1)\) at \(F=I-1/2\). Both give \(K(K+1)=I(I+1)\), and hence
\[
C=\tfrac34I(I+1)-I(I+1)\cdot\tfrac34=0 .
\]
Each level has zero factor by itself, without any averaging. When \(I=0\), only the upper value of \(F\) is a physical level. The proof unfolds the definitions and lets `ring` check both identities.

```lean
#print axioms CasimirQuadrupole.quadrupole_centre_of_gravity
#print axioms CasimirQuadrupole.quadEnergy_stretched_and_centre
#print axioms CasimirQuadrupole.quadFactor_interval
#print axioms CasimirQuadrupole.quadFactor_spin_half
```

```
'CasimirQuadrupole.quadrupole_centre_of_gravity' depends on axioms: [propext, Classical.choice, Quot.sound]
'CasimirQuadrupole.quadEnergy_stretched_and_centre' depends on axioms: [propext, Classical.choice, Quot.sound]
'CasimirQuadrupole.quadFactor_interval' depends on axioms: [propext, Classical.choice, Quot.sound]
'CasimirQuadrupole.quadFactor_spin_half' depends on axioms: [propext, Classical.choice, Quot.sound]
```
